# The linearized coupled-cluster doubles energy lies at or below every same-space CI eigenvalue when all combinations of doubles lie above the reference

After solving the linearized coupled-cluster doubles equations for a molecule, I check the correlation energy against the lowest root, measured from the reference energy, of a CI in the space of the reference and the same doubles. The linearized energy comes out lower. Yet, when every combination of the doubles lies above the reference in energy, the linearized amplitudes minimize a quadratic energy functional built from the same Hamiltonian matrix elements. How can a minimum over the same excited functions lie below the CI ground state?

## The functional leaves out the norm

The quantity being minimized is a CI energy without its normalization. Take orthonormal real functions and measure energies from the reference energy. Let $b$ be the coupling of the excited functions to the reference, $A$ the Hamiltonian among the excited functions, and $t$ the linearized amplitudes, with $b+At=0$. The functional and the CI matrix are

$$J(x)=2\,b\cdot x+x\cdot Ax,\qquad H=\begin{pmatrix}0&b^T\\ b&A\end{pmatrix}.$$

For the CI vector $(1,x)$, $J(x)$ is the numerator of the energy; CI also divides by $1+x\cdot x$. Where the numerator is negative, omitting that division lowers the value.

For the full comparison, assume that $A$ is symmetric and positive definite: every normalized combination of excited functions has an energy above the reference. The amplitude equation and symmetry give

$$x\cdot At=t\cdot Ax=-b\cdot x,\qquad t\cdot At=-b\cdot t.$$

For any reference coefficient $c$, expanding the square gives

$$(x-ct)\cdot A(x-ct)=x\cdot Ax+2c\,b\cdot x-c^2\,b\cdot t.$$

With $c=1$ this reads $J(x)=b\cdot t+(x-t)\cdot A(x-t)$, so $t$ is the unique minimizer and the minimum is $b\cdot t$, which is the linearized correlation energy.

For a general CI vector $v=(c,x)$, the numerator is $v\cdot Hv=2c\,b\cdot x+x\cdot Ax$ and the squared norm is $c^2+x\cdot x$. Hence

$$v\cdot Hv-(b\cdot t)(v\cdot v)=(x-ct)\cdot A(x-ct)+(-b\cdot t)(x\cdot x).$$

Both terms are nonnegative, because $-b\cdot t=t\cdot At\ge0$. If $Hv=Ev$ with $v\ne0$, dividing by $v\cdot v$ gives $b\cdot t\le E$.

If $b\ne0$, then $t\ne0$ and $-b\cdot t>0$. The second term is then positive for $x\ne0$. For $x=0$ and $c\ne0$, the first equals $c^2\,t\cdot At>0$. The inequality is therefore strict.

## The size of the gap

For a CI eigenvector $(1,x)$, the two rows of the eigenvalue equation are $b\cdot x=E$ and $b+Ax=Ex$. Projecting the second on $t$ gives $b\cdot t-E=E(t\cdot x)$, or

$$E-b\cdot t=-E\,(t\cdot x).$$

The trial vector $(1,t)$ has numerator $2b\cdot t+t\cdot At=b\cdot t$. Any lower bound $E$ on the normalized CI expectation values, such as the ground-state energy, therefore satisfies

$$E\le\frac{b\cdot t}{1+t\cdot t}.$$

With one excited function, $A=3$ and $b=2$, we get $t=-2/3$ and $b\cdot t=-4/3$. The CI roots are $-1$ and $4$. The lower root has $x=-1/2$, so the gap formula gives $1/3$, as it should, and the trial vector gives the upper bound $-12/13$. If $b=0$, or if there are no excited functions at all, the linearized energy is zero and equals the CI eigenvalue of the bare reference.

Symmetry and invertibility of $A$ are not enough for the lower bound. Take $A=-1$ and $b=1$, an excited function below the reference. Then $t=1$ and $b\cdot t=1$, while the CI roots are $(-1\pm\sqrt5)/2$, both below $1$. Here $t$ maximizes $J$.

## What the Lean theorems say

The finite type `n` labels the excited functions, and `Unit ⊕ n` adds the reference. `ciMatrix b A` is $H$, `ciVector c x` is $(c,x)$, and `lccFunctional b A x` is $J(x)$. The symbols `⬝ᵥ` and `*ᵥ` denote the dot product and the matrix-vector product. Hypothesis `hs` is symmetry, `hp` is positive definiteness written out for nonzero vectors, and `h` is the amplitude equation.

`lcc_minimizes_and_overshoots` states the minimum, its uniqueness, and the bound for every eigenvalue `E` with a nonzero eigenvector `v`, strict when `b ≠ 0`. The lemma `lcc_le_expectation` states the bound on CI expectation values multiplied through by the squared norm. `overshoot_formula` needs symmetry but not positivity; `ground_energy_upper_bound` needs neither, and takes the lower-bound property of `E` as a hypothesis.

The step left to the user is to identify `b + A *ᵥ t = 0` with the coupled-cluster doubles amplitude equations of a given molecule, kept to first order in the amplitudes. Truncating the wavefunction itself to first order would give the CI equations instead. For linearized doubles, also known as CEPA(0), the result says that the energy is never above the same-space CI ground state, and is strictly below it when $b\ne0$, provided that the finite real symmetric matrix $A$ is positive definite. It does not place the energy relative to full CI.

```lean
import Mathlib

open Matrix

namespace LinearizedCoupledCluster

noncomputable section

variable {n : Type*} [Fintype n]

/-- The linearized coupled-cluster functional `2 b·x + x·A x` of the amplitudes `x`. -/
def lccFunctional (b : n → ℝ) (A : Matrix n n ℝ) (x : n → ℝ) : ℝ :=
  2 * (b ⬝ᵥ x) + x ⬝ᵥ (A *ᵥ x)

/-- The CI matrix `[[0, bᵀ], [b, A]]`, with energies measured from the reference energy. -/
def ciMatrix (b : n → ℝ) (A : Matrix n n ℝ) : Matrix (Unit ⊕ n) (Unit ⊕ n) ℝ :=
  Matrix.fromBlocks 0 (Matrix.of fun _ j => b j) (Matrix.of fun i _ => b i) A

/-- The CI vector with reference coefficient `c` and excited amplitudes `x`. -/
def ciVector (c : ℝ) (x : n → ℝ) : Unit ⊕ n → ℝ :=
  Sum.elim (fun _ => c) x

/-- A nonzero real vector has positive squared norm. -/
theorem normSq_pos {m : Type*} [Fintype m] {v : m → ℝ} (hv : v ≠ 0) : 0 < v ⬝ᵥ v := by
  have h0 : 0 ≤ v ⬝ᵥ v := Finset.sum_nonneg fun i _ => mul_self_nonneg (v i)
  exact lt_of_le_of_ne h0 (Ne.symm fun h => hv (dotProduct_self_eq_zero.1 h))

/-- The amplitude equation `b + A t = 0`, projected on any vector `x`. -/
theorem amplitude_projection {b t : n → ℝ} {A : Matrix n n ℝ}
    (h : b + A *ᵥ t = 0) (x : n → ℝ) : x ⬝ᵥ (A *ᵥ t) = -(b ⬝ᵥ x) := by
  rw [eq_neg_of_add_eq_zero_right h, dotProduct_neg, dotProduct_comm x b]

/-- A symmetric matrix has the same matrix element between `x` and `y` in either order. -/
theorem matrix_element_symm {A : Matrix n n ℝ} (hs : A.IsSymm) (x y : n → ℝ) :
    x ⬝ᵥ (A *ᵥ y) = y ⬝ᵥ (A *ᵥ x) := by
  rw [Matrix.dotProduct_mulVec, ← Matrix.mulVec_transpose, hs.eq]
  exact dotProduct_comm _ _

/-- The CI matrix sends `(c, x)` to `(b·x, c b + A x)`. -/
theorem ciMatrix_apply (b : n → ℝ) (A : Matrix n n ℝ) (c : ℝ) (x : n → ℝ) :
    ciMatrix b A *ᵥ ciVector c x = ciVector (b ⬝ᵥ x) (c • b + A *ᵥ x) := by
  ext i
  rcases i with _ | i <;>
    simp [ciMatrix, ciVector, Matrix.mulVec, dotProduct, Fintype.sum_sum_type, mul_comm]

/-- The unnormalized CI energy expectation value of `(c, x)` is `2 c b·x + x·A x`. -/
theorem ci_expectation (b : n → ℝ) (A : Matrix n n ℝ) (c : ℝ) (x : n → ℝ) :
    ciVector c x ⬝ᵥ (ciMatrix b A *ᵥ ciVector c x)
      = 2 * c * (b ⬝ᵥ x) + x ⬝ᵥ (A *ᵥ x) := by
  have hsplit : ∀ (d : ℝ) (y : n → ℝ),
      ciVector c x ⬝ᵥ ciVector d y = c * d + x ⬝ᵥ y := by
    intro d y
    simp [ciVector, dotProduct, Fintype.sum_sum_type]
  rw [ciMatrix_apply, hsplit, dotProduct_add, dotProduct_smul, smul_eq_mul,
    dotProduct_comm x b]
  ring

/-- Completing the square: for symmetric `A` and `b + A t = 0`, the energy expression of `(c, x)`
is `c² b·t` plus the quadratic form of `A` in the deviation `x - c t`. -/
theorem complete_square {b t : n → ℝ} {A : Matrix n n ℝ} (hs : A.IsSymm)
    (h : b + A *ᵥ t = 0) (c : ℝ) (x : n → ℝ) :
    2 * c * (b ⬝ᵥ x) + x ⬝ᵥ (A *ᵥ x)
      = c ^ 2 * (b ⬝ᵥ t) + (x - c • t) ⬝ᵥ (A *ᵥ (x - c • t)) := by
  have h1 := amplitude_projection h x
  have h2 : t ⬝ᵥ (A *ᵥ x) = -(b ⬝ᵥ x) := (matrix_element_symm hs t x).trans h1
  have h3 := amplitude_projection h t
  simp only [Matrix.mulVec_sub, Matrix.mulVec_smul, dotProduct_sub, sub_dotProduct,
    dotProduct_smul, smul_dotProduct, smul_eq_mul]
  rw [h1, h2, h3]
  ring

/-- For symmetric positive definite `A` and `b + A t = 0`, the linearized energy `b·t` times the
squared norm of a CI vector is at most the vector's unnormalized energy expectation value, and
strictly less if both `b` and the vector are nonzero. -/
theorem lcc_le_expectation {b t : n → ℝ} {A : Matrix n n ℝ} (hs : A.IsSymm)
    (hp : ∀ x : n → ℝ, x ≠ 0 → 0 < x ⬝ᵥ (A *ᵥ x)) (h : b + A *ᵥ t = 0)
    (v : Unit ⊕ n → ℝ) :
    (b ⬝ᵥ t) * (v ⬝ᵥ v) ≤ v ⬝ᵥ (ciMatrix b A *ᵥ v) ∧
    (b ≠ 0 → v ≠ 0 → (b ⬝ᵥ t) * (v ⬝ᵥ v) < v ⬝ᵥ (ciMatrix b A *ᵥ v)) := by
  obtain ⟨c, x, rfl⟩ : ∃ (c : ℝ) (x : n → ℝ), v = ciVector c x :=
    ⟨v (Sum.inl ()), fun i => v (Sum.inr i), by ext i; rcases i with _ | i <;> rfl⟩
  have hn : ciVector c x ⬝ᵥ ciVector c x = c * c + x ⬝ᵥ x := by
    simp [ciVector, dotProduct, Fintype.sum_sum_type]
  have hq : ∀ y : n → ℝ, 0 ≤ y ⬝ᵥ (A *ᵥ y) := by
    intro y
    by_cases hy : y = 0
    · simp [hy]
    · exact (hp y hy).le
  have ht := amplitude_projection h t
  have hdev := hq (x - c • t)
  rw [ci_expectation, complete_square hs h, hn]
  constructor
  · have hx : 0 ≤ x ⬝ᵥ x := Finset.sum_nonneg fun i _ => mul_self_nonneg (x i)
    have hE : 0 ≤ -(b ⬝ᵥ t) := by linarith [hq t]
    nlinarith [mul_nonneg hE hx]
  · intro hb hv
    have ht0 : t ≠ 0 := by
      intro h0
      apply hb
      simpa [h0] using h
    by_cases hx : x = 0
    · -- the bare reference: the deviation `-c t` costs energy
      subst hx
      have hc : c ≠ 0 := by
        intro h0
        apply hv
        ext i
        rcases i with _ | i <;> simp [ciVector, h0]
      have hpos := hp (0 - c • t) (by simp [hc, ht0])
      have hz : (0 : n → ℝ) ⬝ᵥ 0 = 0 := by simp
      rw [hz]
      nlinarith
    · -- excited amplitudes present: their norm makes the bound strict
      have hE : 0 < -(b ⬝ᵥ t) := by linarith [hp t ht0]
      nlinarith [mul_pos hE (normSq_pos hx)]

/-- For symmetric positive definite `A` and `b + A t = 0`, the amplitudes `t` are the unique
minimizer of the linearized functional, with value `b·t`. This value is at most every eigenvalue
of the CI matrix, and strictly below every one if `b ≠ 0`. -/
theorem lcc_minimizes_and_overshoots {b t : n → ℝ} {A : Matrix n n ℝ} (hs : A.IsSymm)
    (hp : ∀ x : n → ℝ, x ≠ 0 → 0 < x ⬝ᵥ (A *ᵥ x)) (h : b + A *ᵥ t = 0) :
    (∀ x, b ⬝ᵥ t ≤ lccFunctional b A x) ∧
    (∀ x, lccFunctional b A x = b ⬝ᵥ t ↔ x = t) ∧
    (∀ (E : ℝ) (v : Unit ⊕ n → ℝ), v ≠ 0 → ciMatrix b A *ᵥ v = E • v →
      b ⬝ᵥ t ≤ E ∧ (b ≠ 0 → b ⬝ᵥ t < E)) := by
  have key : ∀ x, lccFunctional b A x = b ⬝ᵥ t + (x - t) ⬝ᵥ (A *ᵥ (x - t)) := by
    intro x
    have hsq := complete_square hs h 1 x
    rw [one_smul] at hsq
    unfold lccFunctional
    linarith
  have hmin : ∀ x, lccFunctional b A x = b ⬝ᵥ t ↔ x = t := by
    intro x
    constructor
    · intro hx
      by_contra hne
      linarith [hp (x - t) (sub_ne_zero.2 hne), key x]
    · intro hx
      rw [key x, hx, sub_self]
      simp
  refine ⟨fun x => ?_, hmin, fun E v hv hE => ?_⟩
  · by_cases hx : x = t
    · exact ((hmin x).2 hx).ge
    · linarith [hp (x - t) (sub_ne_zero.2 hx), key x]
  · -- on an eigenvector the unnormalized expectation value is `E` times the squared norm
    have hb := lcc_le_expectation hs hp h v
    rw [hE, dotProduct_smul, smul_eq_mul] at hb
    exact ⟨le_of_mul_le_mul_right hb.1 (normSq_pos hv),
      fun hb0 => lt_of_mul_lt_mul_right (hb.2 hb0 hv) (normSq_pos hv).le⟩

/-- For symmetric `A`, `b + A t = 0` and a CI eigenvector `(1, x)` of energy `E`, the difference
between the CI and linearized energies is `-E` times the overlap `t·x`. -/
theorem overshoot_formula {b t x : n → ℝ} {A : Matrix n n ℝ} {E : ℝ} (hs : A.IsSymm)
    (h : b + A *ᵥ t = 0) (hE : ciMatrix b A *ᵥ ciVector 1 x = E • ciVector 1 x) :
    E - b ⬝ᵥ t = -E * (t ⬝ᵥ x) := by
  rw [ciMatrix_apply] at hE
  have h1 : b ⬝ᵥ x = E := by
    simpa [ciVector] using congrFun hE (Sum.inl ())
  have h2 : b + A *ᵥ x = E • x := by
    funext i
    simpa [ciVector] using congrFun hE (Sum.inr i)
  -- project the excited-space CI equation on the linearized amplitudes
  have h3 : t ⬝ᵥ (b + A *ᵥ x) = t ⬝ᵥ (E • x) := by rw [h2]
  rw [dotProduct_add, dotProduct_smul, smul_eq_mul, matrix_element_symm hs t x,
    amplitude_projection h x, dotProduct_comm t b] at h3
  linarith

/-- If `b + A t = 0` and `E` is a lower bound on all normalized CI expectation values, then `E` is
at most the linearized energy divided by `1 + t·t`. -/
theorem ground_energy_upper_bound {b t : n → ℝ} {A : Matrix n n ℝ} {E : ℝ}
    (h : b + A *ᵥ t = 0)
    (hE : ∀ v : Unit ⊕ n → ℝ, E * (v ⬝ᵥ v) ≤ v ⬝ᵥ (ciMatrix b A *ᵥ v)) :
    E ≤ (b ⬝ᵥ t) / (1 + t ⬝ᵥ t) := by
  have ht : 0 ≤ t ⬝ᵥ t := Finset.sum_nonneg fun i _ => mul_self_nonneg (t i)
  have hn : ciVector 1 t ⬝ᵥ ciVector 1 t = 1 + t ⬝ᵥ t := by
    simp [ciVector, dotProduct, Fintype.sum_sum_type]
  -- use the linearized wavefunction `(1, t)` as a trial vector
  have htrial := hE (ciVector 1 t)
  rw [ci_expectation, hn, amplitude_projection h t] at htrial
  rw [le_div_iff₀ (by linarith)]
  linarith

end

end LinearizedCoupledCluster
```

```lean
#print axioms LinearizedCoupledCluster.lcc_minimizes_and_overshoots
#print axioms LinearizedCoupledCluster.overshoot_formula
#print axioms LinearizedCoupledCluster.ground_energy_upper_bound
```

```
'LinearizedCoupledCluster.lcc_minimizes_and_overshoots' depends on axioms: [propext, Classical.choice, Quot.sound]
'LinearizedCoupledCluster.overshoot_formula' depends on axioms: [propext, Classical.choice, Quot.sound]
'LinearizedCoupledCluster.ground_energy_upper_bound' depends on axioms: [propext, Classical.choice, Quot.sound]
```

## From the square to the eigenvalue bound in Lean

`amplitude_projection` and `matrix_element_symm` supply the two projected equations. `complete_square` expands the quadratic form, substitutes them, and finishes with `ring`. `ciMatrix_apply` multiplies out the block matrix, from which `ci_expectation` obtains the numerator.

`lcc_le_expectation` splits an arbitrary vector into `c` and `x` and adds the two nonnegative terms with `nlinarith`. Its strict part separates `x = 0` from `x ≠ 0`, as above.

In the main theorem, `key` is the completed square at $c=1$. On an eigenvector the numerator becomes `E` times the squared norm, which `normSq_pos` shows to be positive, so it can be cancelled. `overshoot_formula` reads off the two rows of the eigenvalue equation and projects the second on `t`. `ground_energy_upper_bound` inserts `ciVector 1 t` as the trial vector and divides by its squared norm.
